# The momenta of particles on a line commute on polynomial wave functions

For `N` particles on a line, in units with ħ = 1 and with wave functions taken to be complex polynomials in the `N` coordinates, the declaration states that the momenta p_a = −i∂_a and p_b = −i∂_b commute for any a and b, equal or not. In mathematical terms, these two linear operators on the polynomial ring give the same product in either order. The statement is purely algebraic: nonzero polynomials are not square-integrable on the line, no exchange symmetry is imposed, and no Hamiltonian enters. The attempt uses the fact that the commutator of two derivations is again a derivation, and so is zero on the polynomial ring once it vanishes on every coordinate. It then carries the factors −i through the derivatives to reach the momenta themselves.

The failing Lean file:

```lean
import Mathlib

open MvPolynomial

namespace ManyElectronAcceleration

noncomputable section

/-- Polynomial wave functions of `N` particles on a line. -/
abbrev Wave (N : ℕ) := MvPolynomial (Fin N) ℂ

/-- Linear operators on polynomial wave functions. -/
abbrev Op (N : ℕ) := Module.End ℂ (Wave N)

variable {N : ℕ}

/-- The momentum `p_a = -i ∂_a` of particle `a`. -/
def momentum (a : Fin N) : Op N := (-Complex.I) • (pderiv a).toLinearMap

/-- The momenta of any two particles commute. -/
theorem momentum_commute (a b : Fin N) : Commute (momentum a) (momentum b) := by
  have h0 : ∀ c d i : Fin N, pderiv c (pderiv d (X i : Wave N)) = 0 := by
    intro c d i
    rw [pderiv_X]
    rcases eq_or_ne i d with rfl | h
    · simp
    · simp [Pi.single_apply, h]
  -- the commutator of two derivations is a derivation, fixed by its values on coordinates
  have hD : ⁅(pderiv a : Derivation ℂ (Wave N) (Wave N)), pderiv b⁆ = 0 := by
    apply MvPolynomial.derivation_ext
    intro i
    rw [Derivation.commutator_apply, h0, h0, sub_self]
    rfl
  refine LinearMap.ext fun g => ?_
  have hg : pderiv a (pderiv b g) = pderiv b (pderiv a g) := by
    have h := DFunLike.congr_fun hD g
    rw [Derivation.commutator_apply] at h
    exact sub_eq_zero.mp h
  change (-Complex.I) • pderiv a ((-Complex.I) • pderiv b g) =
    (-Complex.I) • pderiv b ((-Complex.I) • pderiv a g)
  rw [Derivation.map_smul, Derivation.map_smul, hg]

end

end ManyElectronAcceleration
```

The compiler's answer:

```
Main.lean:29:58: error: typeclass instance problem is stuck
  CommSemiring ?m.69

Note: Lean will not try to resolve this typeclass instance problem because the type argument to `CommSemiring` is a metavariable. This argument must be fully determined before Lean will try to resolve the typeclass.

Hint: Adding type annotations and supplying implicit arguments to functions can give Lean more information for typeclass resolution. For example, if you have a variable `x` that you intend to be a `Nat`, but Lean reports it as having an unresolved type like `?m`, replacing `x` with `(x : Nat)` can get typeclass resolution un-stuck.
Main.lean:27:12: warning: This simp argument is unused:
  Pi.single_apply

Hint: Omit it from the simp argument list.
  [apply] simp [h]

Note: This linter can be disabled with `set_option linter.unusedSimpArgs false`
```

Diagnosis. The error points at the second entry of the bracket in `hD`, the bare `pderiv b`. The index `b` tells Lean that the variables are labelled by `Fin N`, but not which ring the coefficients come from. The type written on `pderiv a` does not help, because Lean's bracket notation allows its two entries to have different types, and the `0` on the right has no type of its own to offer. The coefficient ring therefore stays a metavariable, and Lean will not search for a `CommSemiring` instance on an unknown type. The repair writes the type `Derivation ℂ (Wave N) (Wave N)` on `pderiv b` as well, which fixes the coefficients as `ℂ`.

The warning is separate and harmless: in the case where `i` and `d` differ, `simp` never uses `Pi.single_apply`. Dropping it is mere tidying.

Fix (accepted with no message):

```diff
@@ -25,7 +25,8 @@
     rcases eq_or_ne i d with rfl | h
     · simp
-    · simp [Pi.single_apply, h]
+    · simp [h]
   -- the commutator of two derivations is a derivation, fixed by its values on coordinates
-  have hD : ⁅(pderiv a : Derivation ℂ (Wave N) (Wave N)), pderiv b⁆ = 0 := by
+  have hD : ⁅(pderiv a : Derivation ℂ (Wave N) (Wave N)),
+      (pderiv b : Derivation ℂ (Wave N) (Wave N))⁆ = 0 := by
     apply MvPolynomial.derivation_ext
     intro i
```
